# Kagome flat-band level on an $L\times L$ torus: $L^2+1$ states, of which hexagon states span $L^2-1$

A code that builds the kagome flat band from one hexagon state per unit cell gets a singular overlap matrix on every periodic $L\times L$ lattice. Discarding the redundant vector cures the singularity but leaves the basis two states short of the full degenerate level of uniform nearest-neighbour hopping.

Let $r\in(\mathbb Z/L)^2$ label the cells, with $L\ge1$ and lattice translations $e_1,e_2$, and let $a(r),b(r),c(r)$ be real amplitudes on the three sites of a cell. The flat-band space consists of the states whose sums vanish on all up and down triangles:

$$u(r)=a(r)+b(r)+c(r)=0,\qquad d(r)=a(r+e_1)+b(r+e_2)+c(r)=0.$$

Its dimension is $L^2+1$. Hexagon states span $L^2-1$ dimensions, and two loop states winding around the torus are independent of them.

## Overlap matrices and state counts

Symmetric Löwdin orthogonalisation and Cholesky orthogonalisation without pivoting need linearly independent input. One hexagon fewer plus the two loop states gives $L^2+1$ independent vectors.

For non-interacting electrons of one spin, with uniform real nearest-neighbour hopping and zero on-site energy, all these states have energy $-2$ in units of the hopping amplitude. One band holds only $L^2$ states, so another band must touch it. A solver told to keep only $L^2$ states at this energy cuts through a degenerate eigenspace, and the Hamiltonian alone does not fix the resulting projector.

## Counting constraints, hexagons and loops

**Energy.** The neighbours of $a(r)$ complete the triangles $u(r)$ and $d(r-e_1)$. Each pair sums to $-a(r)$, so hopping gives $-2a(r)$. For $b(r)$ the triangles are $u(r)$ and $d(r-e_2)$; for $c(r)$ they are $u(r)$ and $d(r)$. In `hopping_flat`, `linarith` adds these equations.

**Dimension.** Translation invariance of sums gives $\sum_r u(r)=\sum_r d(r)$ for every state. Conversely, suppose $u$ and $d$ are prescribed with equal totals.

- The state $(0,0,u)$ has both triangle sums equal to $u$, so $(0,d-u)$ remains to be produced.
- Amplitude $+1$ on $a(r+e_1)$ and $-1$ on $c(r+e_1)$ leaves the up sums at zero and changes the down sums by $\delta_r-\delta_{r+e_1}$. Using $b$ gives the same for $e_2$.
- Chaining such moves produces $\delta_r-\delta_0$ for every $r$. Weighting by $d(r)-u(r)$, whose total is zero, cancels the $\delta_0$ terms and leaves $d-u$.

This is `mem_range_triangleSums`; `torus_induction` does the chaining. The $2L^2$ constraints thus have one redundancy, and rank-nullity, applied in `finrank_flatSpace`, gives $3L^2-(2L^2-1)=L^2+1$.

**Hexagons.** Weights $f(r)$ give

$$a=f(r+e_2)-f(r),\quad b=f(r)-f(r+e_1),\quad c=f(r+e_1)-f(r+e_2).$$

Substitution makes both triangle sums cancel. The state vanishes exactly when $f$ is unchanged by both translations, hence constant, so the rank is $L^2-1$ (`finrank_hexagon`). For $L\ge2$ a single normalised hexagon has amplitudes $\pm1/\sqrt6$.

**Loops.** Put $a=p$ on the line $r_2=0$, $b=q$ on the line $r_1=0$, zero elsewhere, and $c=-a-b$. Since $a(r+e_1)=a(r)$ and $b(r+e_2)=b(r)$, all triangle sums vanish. If this were a hexagon superposition, summing $a$ around the $e_2$ direction would telescope to zero, yet the sum is $p$; likewise $q=0$. This is `loopState_independent`. Each loop alone has normalised amplitudes $\pm1/\sqrt{2L}$.

```lean
import Mathlib

open Module

namespace KagomeFlatBand

noncomputable section

/-- Unit cells of an `L × L` lattice with periodic boundary conditions. -/
abbrev Cell (L : ℕ) := ZMod L × ZMod L

/-- A real kagome state: amplitudes `a`, `b`, `c` on the three sites of every cell. -/
abbrev State (L : ℕ) := (Cell L → ℝ) × (Cell L → ℝ) × (Cell L → ℝ)

/-- The first lattice translation. -/
def e₁ {L : ℕ} : Cell L := (1, 0)

/-- The second lattice translation. -/
def e₂ {L : ℕ} : Cell L := (0, 1)

variable (L : ℕ)

/-- The sums of the amplitudes over the up triangles and over the down triangles. -/
def triangleSums : State L →ₗ[ℝ] (Cell L → ℝ) × (Cell L → ℝ) where
  toFun ψ := (fun r => ψ.1 r + ψ.2.1 r + ψ.2.2 r,
    fun r => ψ.1 (r + e₁) + ψ.2.1 (r + e₂) + ψ.2.2 r)
  map_add' x y := by ext r <;> simp <;> ring
  map_smul' t x := by ext r <;> simp <;> ring

/-- The flat-band space: amplitudes sum to zero on every triangle. -/
def flatSpace : Submodule ℝ (State L) := LinearMap.ker (triangleSums L)

/-- Nearest-neighbour hopping with unit amplitude. -/
def hopping (ψ : State L) : State L :=
  (fun r => ψ.2.1 r + ψ.2.2 r + ψ.2.1 (r - e₁ + e₂) + ψ.2.2 (r - e₁),
    fun r => ψ.1 r + ψ.2.2 r + ψ.1 (r - e₂ + e₁) + ψ.2.2 (r - e₂),
    fun r => ψ.1 r + ψ.2.1 r + ψ.1 (r + e₁) + ψ.2.1 (r + e₂))

/-- The superposition of localized hexagon states with weights `f`. -/
def hexagon : (Cell L → ℝ) →ₗ[ℝ] State L where
  toFun f := (fun r => f (r + e₂) - f r, fun r => f r - f (r + e₁),
    fun r => f (r + e₁) - f (r + e₂))
  map_add' x y := by ext r <;> simp <;> ring
  map_smul' t x := by ext r <;> simp <;> ring

/-- The superposition, with weights `p` and `q`, of two alternating states that live on one
closed line of sites along each lattice direction. -/
def loopState (p q : ℝ) : State L :=
  (fun r => if r.2 = 0 then p else 0, fun r => if r.1 = 0 then q else 0,
    fun r => -(if r.2 = 0 then p else 0) - (if r.1 = 0 then q else 0))

/-- Every state of the flat-band space has hopping energy `-2`. -/
theorem hopping_flat (ψ : State L) (h : ψ ∈ flatSpace L) : hopping L ψ = (-2 : ℝ) • ψ := by
  obtain ⟨a, b, c⟩ := ψ
  have hu : ∀ r, a r + b r + c r = 0 := congrFun (congrArg Prod.fst h)
  have hd : ∀ r, a (r + e₁) + b (r + e₂) + c r = 0 := congrFun (congrArg Prod.snd h)
  refine Prod.ext (funext fun r => ?_) (Prod.ext (funext fun r => ?_) (funext fun r => ?_))
  · change b r + c r + b (r - e₁ + e₂) + c (r - e₁) = -2 * a r
    have k := hd (r - e₁)
    simp only [sub_add_cancel] at k
    linarith [hu r]
  · change a r + c r + a (r - e₂ + e₁) + c (r - e₂) = -2 * b r
    have k := hd (r - e₂)
    simp only [sub_add_cancel] at k
    linarith [hu r]
  · change a r + b r + a (r + e₁) + b (r + e₂) = -2 * c r
    linarith [hu r, hd r]

/-- A state whose three site amplitudes `α`, `β`, `γ` are the same in every cell belongs to the
flat-band space exactly when `α + β + γ = 0`. -/
theorem zero_momentum_touching (α β γ : ℝ) :
    ((fun _ => α, fun _ => β, fun _ => γ) : State L) ∈ flatSpace L ↔ α + β + γ = 0 :=
  ⟨fun h => congrFun (congrArg Prod.fst h) 0,
    fun h => LinearMap.mem_ker.mpr (Prod.ext (funext fun _ => h) (funext fun _ => h))⟩

variable [NeZero L]

variable {L} in
/-- A property that holds in cell `0` and is passed on by both lattice translations holds in every
cell of the torus. -/
theorem torus_induction (p : Cell L → Prop) (h0 : p 0) (h1 : ∀ r, p r → p (r + e₁))
    (h2 : ∀ r, p r → p (r + e₂)) : ∀ r, p r := by
  have hx : ∀ m : ℕ, p ((m : ZMod L), 0) := by
    intro m
    induction m with
    | zero => rw [Nat.cast_zero]; exact h0
    | succ m ih => simpa [e₁] using h1 _ ih
  have hxy : ∀ m n : ℕ, p ((m : ZMod L), (n : ZMod L)) := by
    intro m n
    induction n with
    | zero => simpa using hx m
    | succ n ih => simpa [e₂] using h2 _ ih
  rintro ⟨x, y⟩
  simpa only [ZMod.natCast_zmod_val] using hxy x.val y.val

/-- Prescribed triangle sums `u` (up) and `d` (down) are realized by some state exactly when
their totals over the torus agree. -/
theorem mem_range_triangleSums (u d : Cell L → ℝ) :
    (u, d) ∈ LinearMap.range (triangleSums L) ↔ ∑ r, u r = ∑ r, d r := by
  constructor
  · rintro ⟨ψ, h⟩
    have hu : ∀ r, ψ.1 r + ψ.2.1 r + ψ.2.2 r = u r := congrFun (congrArg Prod.fst h)
    have hd : ∀ r, ψ.1 (r + e₁) + ψ.2.1 (r + e₂) + ψ.2.2 r = d r :=
      congrFun (congrArg Prod.snd h)
    have s1 := Equiv.sum_comp (Equiv.addRight (e₁ : Cell L)) ψ.1
    have s2 := Equiv.sum_comp (Equiv.addRight (e₂ : Cell L)) ψ.2.1
    simp only [Equiv.coe_addRight] at s1 s2
    simp only [← hu, ← hd, Finset.sum_add_distrib]
    linarith
  · intro h
    -- a unit of down-triangle sum can be moved from any cell to the origin
    have key : ∀ r : Cell L, ((0 : Cell L → ℝ), (Pi.single r 1 - Pi.single 0 1 : Cell L → ℝ))
        ∈ LinearMap.range (triangleSums L) := by
      refine torus_induction _ ?_ (fun r hr => ?_) (fun r hr => ?_)
      · rw [sub_self]
        exact Submodule.zero_mem _
      on_goal 1 => convert Submodule.sub_mem _ hr (LinearMap.mem_range_self (triangleSums L)
        ((Pi.single (r + e₁) 1, 0, -Pi.single (r + e₁) 1) : State L)) using 1
      on_goal 2 => convert Submodule.sub_mem _ hr (LinearMap.mem_range_self (triangleSums L)
        ((0, Pi.single (r + e₂) 1, -Pi.single (r + e₂) 1) : State L)) using 1
      all_goals
        ext s <;> simp only [triangleSums, LinearMap.coe_mk, AddHom.coe_mk, Prod.fst_sub,
          Prod.snd_sub, Pi.sub_apply, Pi.neg_apply, Pi.zero_apply, Pi.single_apply,
          add_left_inj] <;> ring
    have h0 : ∑ r, (d r - u r) = 0 := by rw [Finset.sum_sub_distrib, h, sub_self]
    have hs : ∑ r, (d r - u r) • ((0 : Cell L → ℝ),
        (Pi.single r 1 - Pi.single 0 1 : Cell L → ℝ)) = (0, d - u) := by
      ext s
      · simp [Prod.fst_sum]
      · simp only [Prod.snd_sum, Prod.smul_snd, Finset.sum_apply, Pi.smul_apply, Pi.sub_apply,
          smul_eq_mul, mul_sub (_ - _), Finset.sum_sub_distrib (fun r => (d r - u r) * _)]
        rw [← Finset.sum_mul, h0]
        simp [Pi.single_apply]
    have hm : ((0 : Cell L → ℝ), d - u) ∈ LinearMap.range (triangleSums L) := by
      rw [← hs]
      exact Submodule.sum_mem _ fun r _ => Submodule.smul_mem _ _ (key r)
    convert Submodule.add_mem _
      (LinearMap.mem_range_self (triangleSums L) ((0, 0, u) : State L)) hm using 1
    ext s <;> simp [triangleSums]

/-- The flat-band space of the `L × L` kagome torus has dimension `L² + 1`. -/
theorem finrank_flatSpace : finrank ℝ (flatSpace L) = L ^ 2 + 1 := by
  let σ : ((Cell L → ℝ) × (Cell L → ℝ)) →ₗ[ℝ] ℝ :=
    { toFun := fun p => (∑ r, p.1 r) - ∑ r, p.2 r
      map_add' := fun x y => by
        simp only [Prod.fst_add, Prod.snd_add, Pi.add_apply, Finset.sum_add_distrib]
        ring
      map_smul' := fun t x => by
        simp only [Prod.smul_fst, Prod.smul_snd, Pi.smul_apply, smul_eq_mul,
          RingHom.id_apply, ← Finset.mul_sum]
        ring }
  have hσ : LinearMap.range (triangleSums L) = LinearMap.ker σ := by
    ext ⟨u, d⟩
    rw [mem_range_triangleSums, LinearMap.mem_ker]
    exact sub_eq_zero.symm
  have hsurj : LinearMap.range σ = ⊤ :=
    LinearMap.range_eq_top.mpr fun x => ⟨(Pi.single 0 x, 0), by simp [σ, Pi.single_apply]⟩
  have hcard : Fintype.card (Cell L) = L ^ 2 := by simp [Cell, pow_two]
  -- rank-nullity for the constraints and for their single redundancy
  have n1 := LinearMap.finrank_range_add_finrank_ker σ
  have n2 := LinearMap.finrank_range_add_finrank_ker (triangleSums L)
  rw [hsurj, finrank_top] at n1
  rw [hσ] at n2
  simp only [finrank_prod, finrank_fintype_fun_eq_card, finrank_self, hcard] at n1 n2
  unfold flatSpace
  linarith

/-- The hexagon states lie in the flat-band space and span only `L² - 1` dimensions. -/
theorem finrank_hexagon : LinearMap.range (hexagon L) ≤ flatSpace L ∧
    finrank ℝ (LinearMap.range (hexagon L)) + 1 = L ^ 2 := by
  constructor
  · rintro _ ⟨f, rfl⟩
    refine LinearMap.mem_ker.mpr (Prod.ext (funext fun r => ?_) (funext fun r => ?_))
    · change f (r + e₂) - f r + (f r - f (r + e₁)) + (f (r + e₁) - f (r + e₂)) = 0
      ring
    · change f (r + e₁ + e₂) - f (r + e₁) + (f (r + e₂) - f (r + e₂ + e₁))
        + (f (r + e₁) - f (r + e₂)) = 0
      rw [add_right_comm r e₂ e₁]
      ring
  -- only uniform weights give the zero state
  have hk : LinearMap.ker (hexagon L) = Submodule.span ℝ {(fun _ => 1 : Cell L → ℝ)} := by
    ext f
    rw [LinearMap.mem_ker, Submodule.mem_span_singleton]
    constructor
    · intro h
      have h2 : ∀ r, f (r + e₂) - f r = 0 := congrFun (congrArg Prod.fst h)
      have h1 : ∀ r, f r - f (r + e₁) = 0 :=
        congrFun (congrArg (fun ψ : State L => ψ.2.1) h)
      have hc : ∀ r, f r = f 0 := torus_induction (fun r => f r = f 0) rfl
        (fun r hr => by linarith [h1 r]) (fun r hr => by linarith [h2 r])
      exact ⟨f 0, funext fun r => by simp [hc r]⟩
    · rintro ⟨t, rfl⟩
      ext r <;> simp [hexagon]
  have hne : (fun _ => 1 : Cell L → ℝ) ≠ 0 := fun h => one_ne_zero (congrFun h 0)
  have hcard : Fintype.card (Cell L) = L ^ 2 := by simp [Cell, pow_two]
  have n := LinearMap.finrank_range_add_finrank_ker (hexagon L)
  rwa [hk, finrank_span_singleton hne, finrank_fintype_fun_eq_card, hcard] at n

/-- The two loop states lie in the flat-band space, and no superposition of them with a nonzero
weight is a superposition of hexagon states. -/
theorem loopState_independent (p q : ℝ) : loopState L p q ∈ flatSpace L ∧
    (loopState L p q ∈ LinearMap.range (hexagon L) → p = 0 ∧ q = 0) := by
  constructor
  · refine LinearMap.mem_ker.mpr (Prod.ext (funext fun r => ?_) (funext fun r => ?_)) <;>
      simp only [triangleSums, LinearMap.coe_mk, AddHom.coe_mk, loopState, e₁, e₂,
        Prod.fst_add, Prod.snd_add, add_zero, Prod.fst_zero, Prod.snd_zero, Pi.zero_apply] <;>
      ring
  · rintro ⟨f, h⟩
    have ha : ∀ r : Cell L, f (r + e₂) - f r = if r.2 = 0 then p else 0 :=
      congrFun (congrArg Prod.fst h)
    have hb : ∀ r : Cell L, f r - f (r + e₁) = if r.1 = 0 then q else 0 :=
      congrFun (congrArg (fun ψ : State L => ψ.2.1) h)
    -- summed around the torus, the differences of `f` cancel
    have s1 := Equiv.sum_comp (Equiv.addRight (1 : ZMod L)) (fun y => f (0, y))
    have s2 := Equiv.sum_comp (Equiv.addRight (1 : ZMod L)) (fun x => f (x, 0))
    have t1 : ∑ y, (f ((0, y) + e₂) - f (0, y)) = p := by
      simp only [ha]
      simp
    have t2 : ∑ x, (f (x, 0) - f ((x, 0) + e₁)) = q := by
      simp only [hb]
      simp
    simp only [Equiv.coe_addRight] at s1 s2
    simp only [e₁, e₂, Prod.mk_add_mk, add_zero, Finset.sum_sub_distrib] at t1 t2
    exact ⟨by linarith, by linarith⟩

end

end KagomeFlatBand
```

```lean
#print axioms KagomeFlatBand.zero_momentum_touching
#print axioms KagomeFlatBand.finrank_flatSpace
#print axioms KagomeFlatBand.finrank_hexagon
#print axioms KagomeFlatBand.loopState_independent
```

```
'KagomeFlatBand.zero_momentum_touching' depends on axioms: [propext, Classical.choice, Quot.sound]
'KagomeFlatBand.finrank_flatSpace' depends on axioms: [propext, Classical.choice, Quot.sound]
'KagomeFlatBand.finrank_hexagon' depends on axioms: [propext, Classical.choice, Quot.sound]
'KagomeFlatBand.loopState_independent' depends on axioms: [propext, Classical.choice, Quot.sound]
```

## Finite tori, real amplitudes and the sign of the hopping

`State L` holds the three amplitude functions, `flatSpace` is the kernel of `triangleSums`, and `finrank` is the real dimension. All the equations have real coefficients, so complex amplitudes give the same numbers as complex dimensions. The range of `hexagon` is the span of the hexagon states. `hopping` has amplitude $+1$; a Hamiltonian with $-t$ puts the flat band at $+2t$. At $L=1$ it counts each neighbour twice.

`zero_momentum_touching` says that cell-periodic amplitudes $\alpha,\beta,\gamma$ are flat exactly when $\alpha+\beta+\gamma=0$, a two-dimensional space at zero momentum. Other momenta are counted only in total; interactions and longer-range hopping are not treated.

`hopping_flat` runs from zero triangle sums to energy $-2$; the converse, and the fact that hexagons and loops together fill the flat space, are short arguments by hand that the file does not contain.

The condition `NeZero L` keeps the torus finite. For $L=0$, Lean's `ZMod 0` is $\mathbb Z$ and the lattice is an infinite plane. There the weights $f(x,y)=1$ for $y>0$ and $0$ otherwise combine infinitely many hexagons into the loop state with $p=1$, $q=0$, so the independence proved for finite tori fails.
